# One particle with H_ab = +t (t ≥ 0) between all distinct sites and zero diagonal: Tr(Hγ) ≥ −t for every real density matrix γ of trace one

On a finite set of sites `ι`, `hopping ι t` is the real one-body Hamiltonian H with matrix element +t (not the common −t) between every pair of distinct sites and zero on the diagonal; there is no interaction term. The theorem `variational_bound` states that for t ≥ 0 every real positive semidefinite matrix γ with Tr γ = 1, that is, a normalised density matrix of one particle on these sites, satisfies −t ≤ Tr(Hγ); it gives the lower bound only and does not say that it is attained. The argument is the identity Tr(Hγ) = t ∑ γ_ab − t Tr γ, obtained from `hopping_row`, together with ∑ γ_ab ≥ 0, which is positivity of γ tested on the unnormalised all-ones vector. The attempt unfolds this positivity to a double sum `hp`, tries to swap its summation order with `rw [Finset.sum_comm]`, expands the energy by `simp only`, and closes with `linarith`.

This version doesn't compile in Lean 4 with Mathlib:

```lean
import Mathlib

open Matrix

namespace DemocraticPartitioning

noncomputable section

variable {ι : Type*} [Fintype ι] [DecidableEq ι]

/-- Hamiltonian with hopping `t` between every pair of distinct sites and no on-site term. -/
def hopping (ι : Type*) [DecidableEq ι] (t : ℝ) : Matrix ι ι ℝ :=
  Matrix.of fun i j => if i = j then 0 else t

/-- One-body energy `Tr (H γ)`. -/
def energy {ι : Type*} [Fintype ι] (H γ : Matrix ι ι ℝ) : ℝ := trace (H * γ)

/-- Action of the all-to-all Hamiltonian: `(H f)_a = t ∑_b f_b - t f_a`. -/
theorem hopping_row (t : ℝ) (a : ι) (f : ι → ℝ) :
    ∑ b, hopping ι t a b * f b = t * ∑ b, f b - t * f a := by
  have h : ∀ b, hopping ι t a b * f b = t * f b - if a = b then t * f b else 0 := by
    intro b
    simp only [hopping, of_apply]
    split_ifs <;> ring
  simp only [h, Finset.sum_sub_distrib, Finset.sum_ite_eq, Finset.mem_univ, if_true,
    Finset.mul_sum]

/-- For all-to-all hopping `t ≥ 0`, every positive semidefinite matrix of trace one has
energy at least `-t`. -/
theorem variational_bound {t : ℝ} (ht : 0 ≤ t) {γ : Matrix ι ι ℝ} (hγ : γ.PosSemidef)
    (htr : trace γ = 1) : -t ≤ energy (hopping ι t) γ := by
  have hp := hγ.dotProduct_mulVec_nonneg (1 : ι → ℝ)
  simp only [dotProduct, mulVec, Pi.star_apply, Pi.one_apply, star_trivial, one_mul,
    mul_one] at hp
  rw [Finset.sum_comm] at hp
  simp only [trace, diag_apply] at htr
  -- `Tr (H γ) = t ∑ γ_ab - t Tr γ`
  simp only [energy, trace, diag_apply, mul_apply, hopping_row, Finset.sum_sub_distrib,
    ← Finset.mul_sum, htr]
  have := mul_nonneg ht hp
  linarith

end

end DemocraticPartitioning
```

Lean reports:

```
Main.lean:35:6: error: Tactic `rewrite` failed: Did not find an occurrence of the pattern
  ∑ x ∈ ?m.45, ∑ y ∈ ?m.46, ?m.47 x y
in the target expression
  0 ≤ ∑ x, ∑ x_1, γ x x_1

ι : Type u_1
inst✝¹ : Fintype ι
inst✝ : DecidableEq ι
t : ℝ
ht : 0 ≤ t
γ : Matrix ι ι ℝ
hγ : γ.PosSemidef
htr : γ.trace = 1
hp : 0 ≤ ∑ x, ∑ x_1, γ x x_1
⊢ -t ≤ energy (hopping ι t) γ

Note: The target expression is not type-correct under the `implicit` transparency level, which may have triggered the failure. This is usually caused by unfolding of semireducible definitions in prior tactic steps. Use `set_option linter.tacticCheckInstances true` to investigate the source of the issue.
Full error:
  function expected
    γ x✝
```

This version goes through:

```diff
@@ -33,10 +33,16 @@
   simp only [dotProduct, mulVec, Pi.star_apply, Pi.one_apply, star_trivial, one_mul,
     mul_one] at hp
-  rw [Finset.sum_comm] at hp
-  simp only [trace, diag_apply] at htr
+  have hc : ∑ a, ∑ b, γ a b = ∑ b, ∑ a, γ a b :=
+    Finset.sum_comm (f := fun a b => γ a b)
+  have hp' : 0 ≤ ∑ b, ∑ a, γ a b := le_of_le_of_eq hp hc
+  have htr' : ∑ a, γ a a = 1 := htr
   -- `Tr (H γ) = t ∑ γ_ab - t Tr γ`
-  simp only [energy, trace, diag_apply, mul_apply, hopping_row, Finset.sum_sub_distrib,
-    ← Finset.mul_sum, htr]
-  have := mul_nonneg ht hp
+  have hE : energy (hopping ι t) γ = ∑ a, (t * ∑ b, γ b a - t * γ a a) := by
+    show ∑ a, ∑ b, hopping ι t a b * γ b a = _
+    exact Finset.sum_congr rfl fun a _ => hopping_row t a (fun b => γ b a)
+  have h1 : t * ∑ a, ∑ b, γ b a = ∑ a, t * ∑ b, γ b a := Finset.mul_sum _ _ _
+  have h2 : t * ∑ a, γ a a = ∑ a, t * γ a a := Finset.mul_sum _ _ _
+  rw [hE, Finset.sum_sub_distrib, ← h1, ← h2, htr']
+  have := mul_nonneg ht hp'
   linarith
 
```

Diagnosis. The single error says that `rw` could not match the pattern `∑ x, ∑ y, ?f x y` of `Finset.sum_comm` in `hp`, although `hp` visibly has that shape. The note gives the probable reason: `γ` has type `Matrix ι ι ℝ`, a semireducible definition, and `γ x` type-checks as a function application only once `Matrix` is unfolded. At `implicit` transparency it is not, hence "function expected", and the match needs a value for `?f` built from `γ`.

The repair avoids this search. `hc` states the swap outright and supplies `f := fun a b => γ a b`, a genuine function, in a term checked at default transparency; `le_of_le_of_eq` then carries `hp` over to `hp'`, which `mul_nonneg` now uses.

No message demands the remaining changes; they replace two `simp only` calls by explicit steps. `htr'` and the `show` in `hE` unfold trace and product definitionally, `Finset.sum_congr` applies `hopping_row` with `fun b => γ b a`, and `h1`, `h2` are stated instances of `Finset.mul_sum`. The final `rw` brings the energy to t ∑ γ_ba − t·1, and `linarith` closes the goal using the product inequality from `mul_nonneg`.
